# For a free energy $F$ that is $C^3$ at $T=0$ with $F'(0)=0$, the average of $E$ and $F$ has a smearing error of order $T^3$ or smaller

A calculation on a metal with smeared occupations returns two energies at a finite smearing temperature $T$, and in general neither is the zero-temperature energy. If the free energy is $F(T)=F(0)-aT^2+\dots$ with $a>0$, then $F$ is too low by about $aT^2$, while the internal energy $E$ is too high by about the same amount. Reading off either one leaves a quadratic error. The average $(E+F)/2$ removes it, provided that $F$ is smooth enough at $T=0$ and has no linear term.

```lean
import Mathlib

open Filter Topology

namespace SmearingCubicError

noncomputable section
```

Two pieces of notation recur below. `Tendsto f (𝓝[>] 0) (𝓝 L)` says that $f(T)\to L$ as $T\to0$ from above, and `Finset.range m` is the set $0,1,\dots,m-1$.

## Energies and Taylor coefficients

```lean
/-- The internal energy `E = F - T F'` belonging to the smeared free energy `F`. -/
def energy (F : ℝ → ℝ) (T : ℝ) : ℝ := F T - T * deriv F T
```

Here $F$ is any real function of one real variable, and `deriv F T` is $F'(T)$. With $T$ in energy units, the entropy is $S=-F'$, so $E=F+TS=F-TF'$.

```lean
/-- The weighted estimator `(1 - w) F + w E` of the zero-temperature energy. -/
def mix (w : ℝ) (F : ℝ → ℝ) (T : ℝ) : ℝ := (1 - w) * F T + w * energy F T
```

This is the weighted estimator $(1-w)F+wE=F-wTF'$. The weight $w=0$ gives $F$, $w=1$ gives $E$, and $w=1/2$ gives the average.

```lean
/-- The coefficient of `T ^ k` in the Taylor series of `F` at zero temperature. -/
def coeff (F : ℝ → ℝ) (k : ℕ) : ℝ := iteratedDeriv k F 0 / (k.factorial : ℝ)
```

Write $c_k=F^{(k)}(0)/k!$ for `coeff F k`; `iteratedDeriv k F 0` is the $k$-th derivative at zero.

```lean
/-- The Taylor coefficients of `F'` are those of `F`, shifted by one order and multiplied
by that order. -/
theorem coeff_deriv (F : ℝ → ℝ) (k : ℕ) :
    coeff (deriv F) k = ((k : ℝ) + 1) * coeff F (k + 1) := by
  have h1 : (k.factorial : ℝ) ≠ 0 := by positivity
  have h2 : (k : ℝ) + 1 ≠ 0 := by positivity
  unfold coeff
  rw [iteratedDeriv_succ', Nat.factorial_succ]
  push_cast
  field_simp
```

Let $d_k$ be the corresponding coefficient of $F'$. Then
$$d_k=\frac{F^{(k+1)}(0)}{k!}=(k+1)\,\frac{F^{(k+1)}(0)}{(k+1)!}=(k+1)\,c_{k+1}.$$
In the proof, `iteratedDeriv_succ'` identifies the $k$-th derivative of $F'$ with the $(k+1)$-th of $F$, and `field_simp` clears the factorials.

```lean
/-- If `F` is `m + 1` times continuously differentiable at zero temperature, then `F'` is
`m` times continuously differentiable there. -/
theorem contDiffAt_deriv {F : ℝ → ℝ} {m : ℕ} (hF : ContDiffAt ℝ ((m + 1 : ℕ)) F 0) :
    ContDiffAt ℝ m (deriv F) 0 := by
  have h := hF.fderiv_right (m := (m : WithTop ℕ∞)) (by push_cast; exact le_rfl)
  have e : deriv F = fun x => fderiv ℝ F x 1 := rfl
  rw [e]
  exact h.clm_apply contDiffAt_const
```

`ContDiffAt ℝ m F 0` says that $F$ is $C^m$ at zero. Differentiating costs one order: if $F$ is $C^{m+1}$ there, $F'$ is $C^m$. Mathlib has this for the derivative as a linear map, and the proof evaluates that map at $1$.

## The expansion at low temperature

```lean
/-- Low-temperature expansion: for `F` of class `C^m` at zero, the remainder after the terms
below order `m`, divided by `T ^ m`, tends to the Taylor coefficient of order `m`. -/
theorem low_temperature_expansion (m : ℕ) : ∀ F : ℝ → ℝ, ContDiffAt ℝ m F 0 →
    Tendsto (fun T => (F T - ∑ k ∈ Finset.range m, coeff F k * T ^ k) / T ^ m)
      (𝓝[>] 0) (𝓝 (coeff F m)) := by
  induction m with
  | zero =>
    intro F hF
    have h : Tendsto F (𝓝[>] 0) (𝓝 (F 0)) :=
      hF.continuousAt.tendsto.mono_left nhdsWithin_le_nhds
    simpa [coeff] using h
  | succ m ih =>
    intro F hF
    -- the Taylor polynomial of F differentiates to that of F'
    have hp : ∀ x : ℝ, HasDerivAt (fun T => ∑ k ∈ Finset.range (m + 1), coeff F k * T ^ k)
        (∑ k ∈ Finset.range m, coeff (deriv F) k * x ^ k) x := by
      intro x
      have h : HasDerivAt (fun T : ℝ => ∑ k ∈ Finset.range m, coeff F (k + 1) * T ^ (k + 1))
          (∑ k ∈ Finset.range m, coeff F (k + 1) * (((k + 1 : ℕ) : ℝ) * x ^ (k + 1 - 1))) x :=
        HasDerivAt.fun_sum fun k _ => (hasDerivAt_pow (k + 1) x).const_mul _
      simp only [Finset.sum_range_succ', pow_zero]
      refine (h.add_const (coeff F 0 * 1)).congr_deriv (Finset.sum_congr rfl fun k _ => ?_)
      rw [coeff_deriv, Nat.add_sub_cancel]
      push_cast
      ring
    have hd : ∀ᶠ x in 𝓝[>] (0 : ℝ), HasDerivAt F (deriv F x) x := by
      have h1 : ContDiffAt ℝ 1 F 0 := hF.of_le (by exact_mod_cast Nat.le_add_left 1 m)
      filter_upwards [nhdsWithin_le_nhds (h1.eventually (by simp))] with x hx
      exact (hx.differentiableAt (by simp)).hasDerivAt
    have hv : F 0 - ∑ k ∈ Finset.range (m + 1), coeff F k * (0 : ℝ) ^ k = 0 := by
      simp [Finset.sum_range_succ', coeff]
    have h0 : Tendsto (fun T => F T - ∑ k ∈ Finset.range (m + 1), coeff F k * T ^ k)
        (𝓝 0) (𝓝 0) := by
      have hc : Tendsto (fun T => F T - ∑ k ∈ Finset.range (m + 1), coeff F k * T ^ k)
          (𝓝 0) (𝓝 (F 0 - ∑ k ∈ Finset.range (m + 1), coeff F k * (0 : ℝ) ^ k)) :=
        (hF.continuousAt.sub (hp 0).continuousAt).tendsto
      rw [hv] at hc
      exact hc
    -- l'Hôpital's rule reduces the order by one
    refine HasDerivAt.lhopital_zero_nhdsGT
      (f' := fun T => deriv F T - ∑ k ∈ Finset.range m, coeff (deriv F) k * T ^ k)
      (g' := fun T => T ^ m * ((m + 1 : ℕ) : ℝ)) ?_ ?_ ?_
      (h0.mono_left nhdsWithin_le_nhds)
      (((continuous_pow (m + 1)).tendsto' 0 0 (by simp)).mono_left nhdsWithin_le_nhds) ?_
    · filter_upwards [hd] with x hx
      exact hx.fun_sub (hp x)
    · refine Eventually.of_forall fun x => (hasDerivAt_pow (m + 1) x).congr_deriv ?_
      rw [Nat.add_sub_cancel, mul_comm]
    · filter_upwards [self_mem_nhdsWithin] with x hx
      have hx' : 0 < x := hx
      positivity
    · have h := (ih (deriv F) (contDiffAt_deriv hF)).div_const ((m + 1 : ℕ) : ℝ)
      have e : coeff (deriv F) m / ((m + 1 : ℕ) : ℝ) = coeff F (m + 1) := by
        have h2 : (m : ℝ) + 1 ≠ 0 := by positivity
        rw [coeff_deriv]
        push_cast
        field_simp
      rw [e] at h
      exact h.congr fun T => div_div _ _ _
```

For $F$ of class $C^m$ at zero,
$$\frac{F(T)-\sum_{k=0}^{m-1}c_kT^k}{T^m}\to c_m .$$

The argument is induction on $m$. For $m=0$ the sum is empty and the claim is continuity, $F(T)\to F(0)$. For the step to $m+1$, let $P(T)=\sum_{k=0}^{m}c_kT^k$. Its derivative is
$$P'(T)=\sum_{k=0}^{m-1}(k+1)c_{k+1}T^k=\sum_{k=0}^{m-1}d_kT^k .$$
Both $F-P$ and $T^{m+1}$ tend to zero, so l'Hôpital's rule leads to
$$\frac{F'(T)-\sum_{k=0}^{m-1}d_kT^k}{(m+1)T^m}\to\frac{d_m}{m+1}=c_{m+1},$$
where the limit is the induction hypothesis applied to $F'$. This is why the statement has `∀ F` after `m`: the hypothesis must be available for functions other than the original one.

In the code, `hp` is the derivative of $P$, `hd` the differentiability of $F$ near zero, and `h0` the vanishing of $F-P$. The four bullets after `HasDerivAt.lhopital_zero_nhdsGT` supply the derivative of the numerator, that of the denominator, the fact that the latter is nonzero for $T>0$, and the limit of the new quotient.

```lean
/-- For `F` of class `C^(m+1)` at zero, the estimator `(1 - w) F + w E` has the expansion of
`F` with the coefficient of each order `k` multiplied by `1 - w k`, up to order `m + 1`. -/
theorem mix_expansion (w : ℝ) (m : ℕ) (F : ℝ → ℝ) (hF : ContDiffAt ℝ ((m + 1 : ℕ)) F 0) :
    Tendsto (fun T => (mix w F T
        - ∑ k ∈ Finset.range (m + 1), (1 - w * (k : ℝ)) * coeff F k * T ^ k) / T ^ (m + 1))
      (𝓝[>] 0) (𝓝 ((1 - w * ((m + 1 : ℕ) : ℝ)) * coeff F (m + 1))) := by
  have hs : ∀ (T : ℝ) (p : ℕ),
      ∑ k ∈ Finset.range (p + 1), (1 - w * (k : ℝ)) * coeff F k * T ^ k
        = ∑ k ∈ Finset.range (p + 1), coeff F k * T ^ k
          - w * (T * ∑ k ∈ Finset.range p, coeff (deriv F) k * T ^ k) := by
    intro T p
    induction p with
    | zero => simp
    | succ p ih =>
      rw [Finset.sum_range_succ (fun k : ℕ => (1 - w * (k : ℝ)) * coeff F k * T ^ k) (p + 1), ih,
        Finset.sum_range_succ (fun k => coeff F k * T ^ k) (p + 1),
        Finset.sum_range_succ (fun k => coeff (deriv F) k * T ^ k) p, coeff_deriv F p]
      push_cast
      ring
  -- combine the expansions of F and of F'
  have h := (low_temperature_expansion (m + 1) F hF).sub
    ((low_temperature_expansion m (deriv F) (contDiffAt_deriv hF)).const_mul w)
  have e : coeff F (m + 1) - w * coeff (deriv F) m
      = (1 - w * ((m + 1 : ℕ) : ℝ)) * coeff F (m + 1) := by
    rw [coeff_deriv]
    push_cast
    ring
  rw [e] at h
  refine h.congr' ?_
  filter_upwards [self_mem_nhdsWithin] with T hT
  have hT0 : T ≠ 0 := ne_of_gt hT
  have alg : ∀ a b : ℝ, a / T ^ (m + 1) - w * (b / T ^ m)
      = (a - w * (T * b)) / T ^ (m + 1) := by
    intro a b
    rw [pow_succ]
    field_simp
  rw [alg, hs]
  congr 1
  unfold mix energy
  ring
```

Mixing in the internal energy multiplies the coefficient of $T^k$ by $1-wk$. The reason is that $TF'$ has coefficient $d_{k-1}=kc_k$ at order $k\ge1$ and none at order $0$, so $F-wTF'$ has coefficient $(1-wk)c_k$.

For the remainder, take the expansion of $F$ to order $m+1$ and subtract $w$ times the expansion of $F'$ to order $m$. The limits combine to
$$c_{m+1}-w\,d_m=\bigl(1-w(m+1)\bigr)c_{m+1}.$$
The term `h` is this difference of limits and `e` is the identity just written. `hs` regroups the finite sums, and `alg` brings the two quotients over the common denominator $T^{m+1}$, which is allowed because $T>0$.

## Choosing the weight

```lean
/-- Let `F` be of class `C^(n+1)` at zero, `n ≥ 1`, with vanishing derivatives of orders
`1, ..., n - 1` there. The estimator with weight `1/n` on `E` then has an error of order
`T ^ (n+1)`, with coefficient `-F^(n+1)(0) / (n (n+1)!)`. -/
theorem mix_error_of_order (n : ℕ) (hn : n ≠ 0) (F : ℝ → ℝ)
    (hF : ContDiffAt ℝ ((n + 1 : ℕ)) F 0)
    (hv : ∀ k, 0 < k → k < n → iteratedDeriv k F 0 = 0) :
    Tendsto (fun T => (mix (1 / (n : ℝ)) F T - F 0) / T ^ (n + 1)) (𝓝[>] 0)
      (𝓝 (-iteratedDeriv (n + 1) F 0 / ((n : ℝ) * ((n + 1).factorial : ℝ)))) := by
  have hn' : (n : ℝ) ≠ 0 := Nat.cast_ne_zero.mpr hn
  have h := mix_expansion (1 / (n : ℝ)) n F hF
  have e : 1 - 1 / (n : ℝ) * ((n + 1 : ℕ) : ℝ) = -1 / (n : ℝ) := by
    push_cast
    field_simp
    ring
  rw [e, coeff, div_mul_div_comm, neg_one_mul] at h
  refine h.congr fun T => ?_
  -- only the constant term survives: order n is cancelled by the weight
  rw [Finset.sum_eq_single 0]
  · simp [coeff]
  · intro k hk hk0
    rcases Nat.lt_succ_iff_lt_or_eq.mp (Finset.mem_range.mp hk) with hlt | heq
    · simp [coeff, hv k (Nat.pos_of_ne_zero hk0) hlt]
    · rw [heq, one_div_mul_cancel hn']
      ring
  · simp
```

Suppose $n\ge1$, $F$ is $C^{n+1}$ at zero, and $F^{(k)}(0)=0$ for $0<k<n$. Physically, the leading thermal correction to $F$ is then of order $n$ or higher. Take $w=1/n$ and inspect the sum over $k=0,\dots,n$:

- $k=0$ contributes $F(0)$;
- $0<k<n$ contributes nothing, by hypothesis;
- $k=n$ contributes nothing, because $1-n/n=0$.

At order $n+1$ the factor is $1-(n+1)/n=-1/n$, so the error divided by $T^{n+1}$ tends to
$$-\frac{F^{(n+1)}(0)}{n\,(n+1)!}.$$
`Finset.sum_eq_single 0` reduces the sum to its constant term, and the case split below it treats $k<n$ and $k=n$.

The case $n=1$ is a neighbouring result. The weight is then $1$, the condition on the derivatives is empty, and $(E-F(0))/T^2\to-F''(0)/2$: the quadratic error of the internal energy alone.

```lean
/-- Main theorem: for `F` of class `C^3` at zero with `F'(0) = 0`, the error of the average
`(E + F)/2`, divided by `T ^ 3`, tends to `-F'''(0)/12` as `T` tends to zero from above. -/
theorem average_cubic_error (F : ℝ → ℝ) (hF : ContDiffAt ℝ 3 F 0) (h1 : deriv F 0 = 0) :
    Tendsto (fun T => ((energy F T + F T) / 2 - F 0) / T ^ 3) (𝓝[>] 0)
      (𝓝 (-iteratedDeriv 3 F 0 / 12)) := by
  have h := mix_error_of_order 2 two_ne_zero F (hF.of_le (by norm_num)) (by
    intro k hk hk2
    have hk1 : k = 1 := by omega
    rw [hk1, iteratedDeriv_one, h1])
  have e : ((2 : ℕ) : ℝ) * ((2 + 1).factorial : ℝ) = 12 := by norm_num [Nat.factorial]
  rw [e] at h
  refine h.congr fun T => ?_
  unfold mix
  push_cast
  ring
```

This is the case $n=2$. By hand, with $c_1=0$,
$$F=F(0)+c_2T^2+c_3T^3+\dots,\qquad E=F(0)-c_2T^2-2c_3T^3+\dots,$$
so the quadratic terms cancel in the average and
$$\frac{(E+F)/2-F(0)}{T^3}\to-\frac{c_3}{2}=-\frac{F'''(0)}{12}.$$
In Lean, `omega` finds that $k=1$ is the only order with $0<k<2$, `h1` disposes of it, and `e` evaluates $2\cdot3!=12$.

The hypothesis `h1` says that the entropy vanishes at $T=0$. A partly filled degenerate level violates it. Take $F(T)=E_0-sT$ with residual entropy $s>0$: this is smooth, and $E=E_0$ is already exact, but the average is off by $-sT/2$. Divided by $T^3$, that error diverges.

The hypothesis `hF` asks for smoothness on both sides of zero, although only $T>0$ is physical. A free energy with three derivatives continuous down to $T=0$ can be continued to negative $T$ by its cubic Taylor polynomial. No electrons appear in the statement: that a given smearing scheme yields such an $F$, and that $F(0)$ is the wanted ground-state energy, are physical inputs. The limit also gives no error bound at a particular $T$.

For electronic-structure practice, the theorem supports extrapolating metallic total energies with $(E+F)/2$, for an $F(T)$ that meets these conditions, taken at fixed structure and electron number and converged in the k-point mesh at the temperatures used. A finite mesh has discrete levels, so its free energy does not follow the metal's expansion all the way down to $T=0$.

## Sign, next order and an exact case

```lean
/-- If `F` is of class `C^3` at zero with `F'(0) = 0` and `F'''(0) > 0`, the average
`(E + F)/2` lies below `F(0)` at all sufficiently small positive temperatures. -/
theorem average_below (F : ℝ → ℝ) (hF : ContDiffAt ℝ 3 F 0) (h1 : deriv F 0 = 0)
    (h3 : 0 < iteratedDeriv 3 F 0) :
    ∀ᶠ T in 𝓝[>] (0 : ℝ), (energy F T + F T) / 2 < F 0 := by
  have hneg : -iteratedDeriv 3 F 0 / 12 < 0 := by linarith
  filter_upwards [(average_cubic_error F hF h1).eventually (gt_mem_nhds hneg),
    self_mem_nhdsWithin] with T hT hpos
  have hT0 : 0 < T := hpos
  by_contra hc
  have hnum : 0 ≤ (energy F T + F T) / 2 - F 0 := by linarith
  exact absurd hT (not_lt_of_ge (div_nonneg hnum (by positivity)))
```

If $F'''(0)>0$, the average lies strictly below $F(0)$ at all sufficiently small positive $T$; `∀ᶠ` expresses "sufficiently small". The quotient in the main theorem tends to a negative number, so it is eventually negative, and since $T^3>0$ its numerator is negative too. The code argues by contradiction: a nonnegative numerator would make the quotient nonnegative.

```lean
/-- If `F` is of class `C^4` at zero with `F'(0) = F'''(0) = 0`, the error of the average
`(E + F)/2`, divided by `T ^ 4`, tends to `-F''''(0)/24`. -/
theorem average_quartic_error (F : ℝ → ℝ) (hF : ContDiffAt ℝ 4 F 0) (h1 : deriv F 0 = 0)
    (h3 : iteratedDeriv 3 F 0 = 0) :
    Tendsto (fun T => ((energy F T + F T) / 2 - F 0) / T ^ 4) (𝓝[>] 0)
      (𝓝 (-iteratedDeriv 4 F 0 / 24)) := by
  have h := mix_expansion (1 / 2) 3 F (hF.of_le (by norm_num))
  have c0 : coeff F 0 = F 0 := by simp [coeff]
  have c1 : coeff F 1 = 0 := by simp [coeff, iteratedDeriv_one, h1]
  have c3 : coeff F 3 = 0 := by simp [coeff, h3]
  have e : (1 - 1 / 2 * ((3 + 1 : ℕ) : ℝ)) * coeff F (3 + 1) = -iteratedDeriv 4 F 0 / 24 := by
    have hf : ((3 + 1).factorial : ℝ) = 24 := by norm_num [Nat.factorial]
    rw [coeff, hf]
    push_cast
    ring
  rw [e] at h
  refine h.congr fun T => ?_
  simp only [Finset.sum_range_succ, Finset.sum_range_zero, zero_add, c0, c1, c3, mix]
  push_cast
  ring
```

If $F$ is $C^4$ at zero and $F'''(0)=0$ as well, the error is of order $T^4$ or smaller. With $w=1/2$ the factors $1-wk$ for $k=0,\dots,4$ are $1,\tfrac12,0,-\tfrac12,-1$. Orders $1$ and $3$ vanish by hypothesis and order $2$ by its factor, so the limit is $-c_4=-F''''(0)/24$. The extra condition is met, for example, by non-interacting electrons with Fermi–Dirac occupations and a density of states that is smooth and nonzero at the Fermi level, where the Sommerfeld expansion has only even powers of $T$.

```lean
/-- For the model free energy `F = E₀ - a T² + b T³` the average `(E + F)/2` equals
`E₀ - b T³/2` at every temperature. -/
theorem average_cubic_model (E₀ a b T : ℝ) :
    (energy (fun t => E₀ - a * t ^ 2 + b * t ^ 3) T + (E₀ - a * T ^ 2 + b * T ^ 3)) / 2
      = E₀ - b * T ^ 3 / 2 := by
  have h : HasDerivAt (fun t : ℝ => E₀ - a * t ^ 2 + b * t ^ 3)
      (-(a * (2 * T)) + b * (3 * T ^ 2)) T := by
    refine ((((hasDerivAt_pow 2 T).const_mul a).const_sub E₀).fun_add
      ((hasDerivAt_pow 3 T).const_mul b)).congr_deriv ?_
    norm_num
  unfold energy
  rw [h.deriv]
  ring

end

end SmearingCubicError
```

For $F=E_0-aT^2+bT^3$ the derivative is $F'=-2aT+3bT^2$, hence
$$E=E_0+aT^2-2bT^3,\qquad \frac{E+F}{2}=E_0-\frac{b}{2}T^3 .$$
This is an identity at every $T$, not a limit. It agrees with the main theorem, since $F'''(0)=6b$, and for $b\neq0$ it shows that the cubic order is attained. The proof computes the derivative as `h`, inserts it into `energy`, and leaves the algebra to `ring`.

```lean
#print axioms SmearingCubicError.mix_error_of_order
-- 'SmearingCubicError.mix_error_of_order' depends on axioms: [propext, Classical.choice, Quot.sound]
#print axioms SmearingCubicError.average_cubic_error
-- 'SmearingCubicError.average_cubic_error' depends on axioms: [propext, Classical.choice, Quot.sound]
#print axioms SmearingCubicError.average_quartic_error
-- 'SmearingCubicError.average_quartic_error' depends on axioms: [propext, Classical.choice, Quot.sound]
#print axioms SmearingCubicError.average_cubic_model
-- 'SmearingCubicError.average_cubic_model' depends on axioms: [propext, Classical.choice, Quot.sound]
```
